# Integrability of the interaction-energy integrand for plasmons on two coupled sheets

Two parallel two-dimensional sheets a distance `D > 0` apart are modelled by coupled plasmon frequencies `c √(q (1 ± exp (-q D)))`, with `c > 0`. The theorem `integrand_integrable` takes the sum of these two frequencies minus its uncoupled value `2 c √q`, multiplies it by the wavenumber `q`, and states that the result is integrable over all `q > 0`. The proof compares the absolute value of this integrand with `c q^(3/2) exp (-D q)`, using the bounds in `modeShift_bounds`. Integrability of the comparison function is to come from the Mathlib lemma `integrableOn_rpow_mul_exp_neg_mul_rpow`, and measurability of the integrand from its continuity.

An attempt in Lean 4 with a fault in it:

```lean
import Mathlib

open MeasureTheory Set

namespace IntegrandIntegrable

noncomputable section

/-- Plasmon frequency `c √(q (1 + s))` of a two-dimensional sheet at wavenumber `q`,
with coupling `s` to a second sheet; its domain is `q ≥ 0`, `s ≥ -1`. -/
def plasmonFreq (c q s : ℝ) : ℝ := c * √(q * (1 + s))

/-- Sum of the two coupled plasmon frequencies at wavenumber `q`, minus its value for
uncoupled sheets. -/
def modeShift (c D q : ℝ) : ℝ :=
  plasmonFreq c q (Real.exp (-(q * D))) + plasmonFreq c q (-Real.exp (-(q * D)))
    - 2 * plasmonFreq c q 0

/-- For positive `c`, `D` and `q` the coupling lowers the sum of the two plasmon
frequencies, by at most `c √q exp (-q D)`. -/
theorem modeShift_bounds {c D q : ℝ} (hc : 0 < c) (hD : 0 < D) (hq : 0 < q) :
    -(c * √q * Real.exp (-(q * D))) ≤ modeShift c D q ∧ modeShift c D q < 0 := by
  have he0 := Real.exp_pos (-(q * D))
  have he1 : Real.exp (-(q * D)) < 1 :=
    Real.exp_lt_one_iff.2 (by have := mul_pos hq hD; linarith)
  have hfac : modeShift c D q = c * √q *
      (√(1 + Real.exp (-(q * D))) + √(1 + -Real.exp (-(q * D))) - 2) := by
    unfold modeShift plasmonFreq
    rw [Real.sqrt_mul hq.le, Real.sqrt_mul hq.le, Real.sqrt_mul hq.le, add_zero,
      Real.sqrt_one]
    ring
  rw [hfac]
  generalize Real.exp (-(q * D)) = s at he0 he1 ⊢
  have hk : 0 < c * √q := mul_pos hc (Real.sqrt_pos.2 hq)
  -- tangent lines bound the square roots from above
  have h1 : √(1 + s) < 1 + s / 2 :=
    (Real.sqrt_lt' (by linarith)).2 (by nlinarith [mul_pos he0 he0])
  have h2 : √(1 + -s) < 1 - s / 2 :=
    (Real.sqrt_lt' (by linarith)).2 (by nlinarith [mul_pos he0 he0])
  have h3 : 1 ≤ √(1 + s) := (Real.le_sqrt' one_pos).2 (by nlinarith)
  have h4 : 1 - s ≤ √(1 + -s) :=
    (Real.le_sqrt' (by linarith)).2 (by nlinarith [mul_pos he0 (sub_pos.2 he1)])
  constructor
  · have h5 : 0 ≤ √(1 + s) + √(1 + -s) - 2 + s := by linarith
    nlinarith [mul_nonneg hk.le h5]
  · exact mul_neg_of_pos_of_neg hk (by linarith)

/-- For `c > 0` and separation `D > 0` the integrand of the interaction energy is
integrable over all wavenumbers `q > 0`. -/
theorem integrand_integrable {c D : ℝ} (hc : 0 < c) (hD : 0 < D) :
    IntegrableOn (fun q => q * modeShift c D q) (Ioi 0) := by
  have hg : IntegrableOn
      (fun q : ℝ => c * (q ^ (3 / 2 : ℝ) * Real.exp (-D * q ^ (1 : ℝ)))) (Ioi 0) :=
    (integrableOn_rpow_mul_exp_neg_mul_rpow (by norm_num) le_rfl hD).const_mul c
  have hcont : Continuous (fun q => q * modeShift c D q) := by
    unfold modeShift plasmonFreq
    fun_prop
  refine Integrable.mono' hg hcont.aestronglyMeasurable ?_
  refine (ae_restrict_iff' measurableSet_Ioi).2 (ae_of_all _ fun q hq => ?_)
  have hq' : 0 < q := hq
  obtain ⟨hlow, hneg⟩ := modeShift_bounds hc hD hq'
  have h32 : q ^ (3 / 2 : ℝ) = q * √q := by
    rw [Real.sqrt_eq_rpow, show (3 / 2 : ℝ) = 1 + 1 / 2 by norm_num,
      Real.rpow_add hq', Real.rpow_one]
  rw [Real.norm_eq_abs, abs_of_neg (mul_neg_of_pos_of_neg hq' hneg), h32,
    Real.rpow_one, show -D * q = -(q * D) by ring]
  nlinarith [mul_le_mul_of_nonneg_left hlow hq'.le]

end

end IntegrandIntegrable
```

The error:

```
Main.lean:54:58: error: Application type mismatch: The argument
  le_rfl
has type
  ?m.77 ≤ ?m.77
but is expected to have type
  0 < 1
in the application
  integrableOn_rpow_mul_exp_neg_mul_rpow
    (Mathlib.Meta.NormNum.isRat_lt_true
      (Mathlib.Meta.NormNum.IsInt.to_isRat
        (Mathlib.Meta.NormNum.isInt_neg (Eq.refl Neg.neg)
          (Mathlib.Meta.NormNum.IsNat.to_isInt (Mathlib.Meta.NormNum.isNat_ofNat ℝ Nat.cast_one))
          (Eq.refl (Int.negOfNat 1))))
      (Mathlib.Meta.NormNum.IsNNRat.to_isRat
        (Mathlib.Meta.NormNum.isNNRat_div
          (Mathlib.Meta.NormNum.isNNRat_mul (Eq.refl HMul.hMul)
            (Mathlib.Meta.NormNum.IsNat.to_isNNRat (Mathlib.Meta.NormNum.isNat_ofNat ℝ (Eq.refl 3)))
            (Mathlib.Meta.NormNum.isNNRat_inv_pos
              (Mathlib.Meta.NormNum.IsNat.to_isNNRat (Mathlib.Meta.NormNum.isNat_ofNat ℝ (Eq.refl 2))))
            (Eq.refl (Nat.mul 3 1)) (Eq.refl 2))))
      (Eq.refl true))
    le_rfl
```

The mended proof, as a diff:

```diff
@@ -52,5 +52,5 @@
   have hg : IntegrableOn
       (fun q : ℝ => c * (q ^ (3 / 2 : ℝ) * Real.exp (-D * q ^ (1 : ℝ)))) (Ioi 0) :=
-    (integrableOn_rpow_mul_exp_neg_mul_rpow (by norm_num) le_rfl hD).const_mul c
+    (integrableOn_rpow_mul_exp_neg_mul_rpow (by norm_num) one_pos hD).const_mul c
   have hcont : Continuous (fun q => q * modeShift c D q) := by
     unfold modeShift plasmonFreq
```

The one error lies in the proof that the comparison function is integrable. The lemma `integrableOn_rpow_mul_exp_neg_mul_rpow` is applied with the power of `q` inside the exponential equal to `1`, and its second explicit argument must prove that this power is positive, that is, `0 < 1`. The attempt supplies `le_rfl`, which proves only statements of the form `a ≤ a`. It would serve for a hypothesis `1 ≤ 1`, but Lean cannot match it with the strict inequality `0 < 1` between real numbers, and so reports a type mismatch.

The repair replaces `le_rfl` with `one_pos`, which is a proof of exactly `0 < 1`. The long term printed before `le_rfl` in the message is the proof that `norm_num` found for the first argument, `-1 < 3 / 2`; it is not at fault and stays unchanged.
